# Relaxation and decoherence rates of a qubit with raising, lowering and dephasing jumps

## Basis, jumps and rates

Index 0 labels the upper level of the qubit and index 1 the lower level, and \(\hbar=1\). In this basis

\[
s_-=\begin{pmatrix}0&0\\1&0\end{pmatrix},\qquad
s_+=\begin{pmatrix}0&1\\0&0\end{pmatrix},\qquad
Z=\begin{pmatrix}1&0\\0&-1\end{pmatrix}.
\]

The dissipator of a jump operator \(L\) is

\[
D[L]\rho=L\rho L^\dagger-\tfrac12\left(L^\dagger L\rho+\rho L^\dagger L\right).
\]

For real \(\omega\) and \(x\) and nonnegative \(u,v,w\), the master equation is

\[
\dot\rho=-\tfrac{i\omega}{2}[Z,\rho]
+D[\sqrt u\,\sin x\,s_-]\rho+D[\sqrt v\,\sin x\,s_+]\rho+D[\sqrt w\,\cos x\,Z]\rho .
\]

One physical reading is a qubit coupled to a bath through \(\cos x\,Z+\sin x\,(s_-+s_+)\), treated in the Born–Markov and secular approximations, with the bath's shift of the level splitting included in \(\omega\). Then \(u\) and \(v\) are the strengths of the bath noise that drives downward and upward transitions, \(w\) is its strength at zero frequency, and the angle \(x\) divides the coupling between transitions and pure dephasing. This reading supposes a level splitting \(\omega>0\) that is large compared with the rates. The formulas below hold for every real \(\omega\), and \(\omega=0\) can also describe the same qubit in the frame rotating at its own frequency.

The polarisation is \(p=\operatorname{tr}(Z\rho)=\rho_{00}-\rho_{11}\). Define

\[
R=(u+v)\sin^2x,\qquad \Gamma=\frac R2+2w\cos^2x,\qquad p_\infty=\frac{v-u}{u+v},
\]

where \(p_\infty\) is used only when \(R>0\), so that \(u+v\neq0\). For every solution whose initial matrix has unit trace, and so for every initial density matrix,

\[
p(t)-p_\infty=e^{-Rt}\,\bigl(p(0)-p_\infty\bigr)\quad\text{if }R>0,
\]

\[
\rho_{01}(t)=e^{(-\Gamma-i\omega)t}\rho_{01}(0),\qquad
\rho_{10}(t)=e^{(-\Gamma+i\omega)t}\rho_{10}(0).
\]

## From jump amplitudes to \(T_1\) and \(T_2\)

A Lindblad solver specified by jump operators can be matched to given relaxation times. For this single qubit with constant rates and no transverse drive, the relation is \(1/T_1=R\) and \(1/T_2=\Gamma\), when these rates are positive. Since \(\Gamma\ge R/2\), only times with \(T_2\le 2T_1\) can be matched. The factor 2 in front of \(w\cos^2x\) belongs to the convention that the dephasing jump is proportional to \(Z\). With \(Z/2\) in its place, the dephasing contribution would be four times smaller.

The formulas also let a simulation of an idle qubit advance the state over a time \(t\) by a few multiplications, without integrating the master equation. They serve equally as a reference solution for a general Lindblad integrator. Take \(\omega=0\), \(u=3\), \(v=1\), \(w=1/2\) and \(x=\pi/4\), which give \(R=2\), \(\Gamma=3/2\) and \(p_\infty=-1/2\). Starting from the matrix whose four entries are all \(1/2\), the integrator should return

\[
p(t)=-\tfrac12+\tfrac12e^{-2t},\qquad \rho_{01}(t)=\tfrac12e^{-3t/2}.
\]

Weighting any one of the three dissipators by its amplitude instead of the squared amplitude changes at least one of these two curves. So does an exchange of \(s_-\) and \(s_+\), or a missing factor 2 in the dephasing rate. Other errors stay hidden at these values: \(v=1\) does not distinguish \(v\) from \(\sqrt v\), and \(x=\pi/4\) does not distinguish \(\sin x\) from \(\cos x\).

## Four scalar equations and their solution

For a real amplitude \(r\), each term of the dissipator contains the jump operator once and its adjoint once, so \(D[rL]=r^2D[L]\). The three jumps therefore enter with weights \(u\sin^2x\), \(v\sin^2x\) and \(w\cos^2x\). This is where nonnegativity is used, through \((\sqrt u)^2=u\) and its analogues.

For the lowering operator, \(s_-\rho s_-^\dagger\) has the single nonzero entry \(\rho_{00}\) in position \((1,1)\), and \(s_-^\dagger s_-\) projects onto level 0. Hence

\[
D[s_-]\rho=\begin{pmatrix}-\rho_{00}&-\tfrac12\rho_{01}\\-\tfrac12\rho_{10}&\rho_{00}\end{pmatrix}.
\]

In the same way,

\[
D[s_+]\rho=\begin{pmatrix}\rho_{11}&-\tfrac12\rho_{01}\\-\tfrac12\rho_{10}&-\rho_{11}\end{pmatrix}.
\]

Since \(Z^\dagger Z=1\), the dephasing term is

\[
D[Z]\rho=Z\rho Z-\rho=\begin{pmatrix}0&-2\rho_{01}\\-2\rho_{10}&0\end{pmatrix}.
\]

The Hamiltonian part is

\[
-\tfrac{i\omega}{2}[Z,\rho]=\begin{pmatrix}0&-i\omega\rho_{01}\\ i\omega\rho_{10}&0\end{pmatrix}.
\]

Adding the weighted terms gives

\[
\dot\rho_{00}=\sin^2x\,(v\rho_{11}-u\rho_{00}),\qquad
\dot\rho_{11}=\sin^2x\,(u\rho_{00}-v\rho_{11}),
\]

\[
\dot\rho_{01}=(-\Gamma-i\omega)\rho_{01},\qquad
\dot\rho_{10}=(-\Gamma+i\omega)\rho_{10}.
\]

The two population derivatives add to zero, so the trace stays equal to 1. This allows the substitutions \(\rho_{00}=(1+p)/2\) and \(\rho_{11}=(1-p)/2\), and

\[
\begin{aligned}
\dot p&=2\sin^2x\,(v\rho_{11}-u\rho_{00})\\
&=\sin^2x\,\bigl(v(1-p)-u(1+p)\bigr)\\
&=(v-u)\sin^2x-Rp .
\end{aligned}
\]

If \(R>0\), then \((v-u)\sin^2x=Rp_\infty\), and therefore \(\dot p=-R(p-p_\infty)\). The right-hand side vanishes exactly when \(p=p_\infty\), which identifies \(p_\infty\) as the stationary polarisation.

The deviation \(p-p_\infty\) and the two coherences now all obey an equation of the form \(\dot f=cf\) with constant \(c\). Multiplying by an integrating factor gives

\[
\frac{d}{dt}\left(e^{-ct}f(t)\right)=e^{-ct}\left(-cf(t)+cf(t)\right)=0.
\]

Thus \(e^{-ct}f(t)=f(0)\), or \(f(t)=e^{ct}f(0)\). Inserting \(c=-R\), \(c=-\Gamma-i\omega\) and \(c=-\Gamma+i\omega\) gives the three stated laws.

## The master equation and its solution in Lean

```lean
import Mathlib

open Matrix

namespace QubitRelaxation

noncomputable section

local notation "Mat" => Matrix (Fin 2) (Fin 2) ℂ

/-- The lowering operator, taking the upper level (index 0) to the lower level (index 1). -/
def sMinus : Mat := !![0, 0; 1, 0]

/-- The raising operator, taking the lower level to the upper level. -/
def sPlus : Mat := !![0, 1; 0, 0]

/-- The Pauli matrix `Z`. -/
def pauliZ : Mat := !![1, 0; 0, -1]

/-- The Lindblad dissipator of a jump operator `L`. -/
def dissipator (L ρ : Mat) : Mat :=
  L * ρ * Lᴴ - (1 / 2 : ℂ) • (Lᴴ * L * ρ + ρ * (Lᴴ * L))

/-- The Lindblad generator with Hamiltonian `(ω/2) Z` and jumps `√u sin x s₋`,
`√v sin x s₊` and `√w cos x Z`. -/
def generator (ω u v w x : ℝ) (ρ : Mat) : Mat :=
  -(Complex.I * ((ω / 2 : ℝ) : ℂ)) • (pauliZ * ρ - ρ * pauliZ)
    + dissipator (((√u * Real.sin x : ℝ) : ℂ) • sMinus) ρ
    + dissipator (((√v * Real.sin x : ℝ) : ℂ) • sPlus) ρ
    + dissipator (((√w * Real.cos x : ℝ) : ℂ) • pauliZ) ρ

/-- A solution of the master equation, entry by entry. -/
def IsTrajectory (ω u v w x : ℝ) (ρ : ℝ → Mat) : Prop :=
  ∀ t i j, HasDerivAt (fun s => ρ s i j) (generator ω u v w x (ρ t) i j) t

/-- The polarisation `tr (Z ρ)`. -/
def polarisation (ρ : Mat) : ℂ := (pauliZ * ρ).trace

/-- The relaxation rate `R = (u + v) sin² x`. -/
def relaxationRate (u v x : ℝ) : ℝ := (u + v) * Real.sin x ^ 2

/-- The decoherence rate `R/2 + 2 w cos² x`. -/
def coherenceRate (u v w x : ℝ) : ℝ := relaxationRate u v x / 2 + 2 * w * Real.cos x ^ 2

/-- The polarisation `(v - u)/(u + v)`, for `u + v ≠ 0`. -/
def stationaryPolarisation (u v : ℝ) : ℝ := (v - u) / (u + v)

variable {ω u v w x : ℝ}

/-- The polarisation is the difference of the two populations. -/
theorem polarisation_eq (ρ : Mat) : polarisation ρ = ρ 0 0 - ρ 1 1 := by
  simp only [polarisation, Matrix.trace_fin_two, Matrix.mul_apply, Fin.sum_univ_two]
  simp [pauliZ]
  ring

/-- Scaling a jump operator by a real amplitude scales its dissipator by the square. -/
theorem dissipator_smul (r : ℝ) (L ρ : Mat) :
    dissipator ((r : ℂ) • L) ρ = ((r ^ 2 : ℝ) : ℂ) • dissipator L ρ := by
  have hr : star (r : ℂ) = r := Complex.conj_ofReal r
  unfold dissipator
  rw [Matrix.conjTranspose_smul, hr]
  simp only [Matrix.smul_mul, Matrix.mul_smul, Complex.ofReal_pow]
  module

/-- For nonnegative `u, v, w` the populations exchange probability at rates `u sin² x` and
`v sin² x`, and each coherence is multiplied by its own complex rate. -/
theorem generator_entries (hu : 0 ≤ u) (hv : 0 ≤ v) (hw : 0 ≤ w) (ρ : Mat) :
    generator ω u v w x ρ 0 0 = (Real.sin x : ℂ) ^ 2 * (v * ρ 1 1 - u * ρ 0 0) ∧
    generator ω u v w x ρ 0 1 = (-(coherenceRate u v w x : ℂ) - Complex.I * ω) * ρ 0 1 ∧
    generator ω u v w x ρ 1 0 = (-(coherenceRate u v w x : ℂ) + Complex.I * ω) * ρ 1 0 ∧
    generator ω u v w x ρ 1 1 = (Real.sin x : ℂ) ^ 2 * (u * ρ 0 0 - v * ρ 1 1) := by
  simp only [generator, dissipator_smul, mul_pow, Real.sq_sqrt hu, Real.sq_sqrt hv,
    Real.sq_sqrt hw]
  -- expand all products into entries before inserting the explicit matrices
  simp only [dissipator, Matrix.add_apply, Matrix.sub_apply, Matrix.smul_apply,
    Matrix.mul_apply, Fin.sum_univ_two, Matrix.conjTranspose_apply]
  refine ⟨?_, ?_, ?_, ?_⟩ <;>
    simp [sMinus, sPlus, pauliZ, coherenceRate, relaxationRate] <;> ring

/-- For nonnegative `u, v, w`, unit trace and `R > 0`, the polarisation is driven at rate `R`
towards `(v - u)/(u + v)`. -/
theorem polarisation_generator (hu : 0 ≤ u) (hv : 0 ≤ v) (hw : 0 ≤ w)
    (hR : 0 < relaxationRate u v x) {ρ : Mat} (h1 : ρ.trace = 1) :
    polarisation (generator ω u v w x ρ) =
      -(relaxationRate u v x : ℂ) * (polarisation ρ - stationaryPolarisation u v) := by
  have huv : u + v ≠ 0 := by
    intro h
    simp [relaxationRate, h] at hR
  have hp : relaxationRate u v x * stationaryPolarisation u v = (v - u) * Real.sin x ^ 2 := by
    unfold relaxationRate stationaryPolarisation
    field_simp
  have hpc : (relaxationRate u v x : ℂ) * (stationaryPolarisation u v : ℂ)
      = ((v : ℂ) - u) * (Real.sin x : ℂ) ^ 2 := by exact_mod_cast hp
  have hRc : (relaxationRate u v x : ℂ) = ((u : ℂ) + v) * (Real.sin x : ℂ) ^ 2 := by
    simp [relaxationRate]
  obtain ⟨g0, -, -, g1⟩ := generator_entries (ω := ω) (x := x) hu hv hw ρ
  rw [Matrix.trace_fin_two] at h1
  rw [polarisation_eq, polarisation_eq, g0, g1]
  linear_combination ((v : ℂ) - u) * (Real.sin x : ℂ) ^ 2 * h1 - hpc
    + (ρ 0 0 - ρ 1 1) * hRc

/-- For nonnegative `u, v, w`, unit trace and `R > 0`, the polarisation is stationary exactly
when it equals `(v - u)/(u + v)`. -/
theorem polarisation_stationary_iff (hu : 0 ≤ u) (hv : 0 ≤ v) (hw : 0 ≤ w)
    (hR : 0 < relaxationRate u v x) {ρ : Mat} (h1 : ρ.trace = 1) :
    polarisation (generator ω u v w x ρ) = 0 ↔
      polarisation ρ = stationaryPolarisation u v := by
  have h : -(relaxationRate u v x : ℂ) ≠ 0 := by simp [hR.ne']
  rw [polarisation_generator hu hv hw hR h1, mul_eq_zero, or_iff_right h, sub_eq_zero]

/-- A complex amplitude obeying `f' = c f` evolves as `f t = exp (c t) f 0`. -/
theorem exponential_solution {f : ℝ → ℂ} {c : ℂ} (hf : ∀ t, HasDerivAt f (c * f t) t) (t : ℝ) :
    f t = Complex.exp (c * t) * f 0 := by
  -- the integrating factor makes the product constant
  have hg : ∀ s, HasDerivAt (fun r : ℝ => Complex.exp (-c * r) * f r) 0 s := fun s => by
    have h : HasDerivAt (fun r : ℝ => -c * (r : ℂ)) (-c) s := by
      simpa using (hasDerivAt_id s).ofReal_comp.const_mul (-c)
    exact (h.cexp.fun_mul (hf s)).congr_deriv (by ring)
  have h := is_const_of_deriv_eq_zero (fun s => (hg s).differentiableAt)
    (fun s => (hg s).deriv) t 0
  have h0 : Complex.exp (-c * t) * f t = f 0 := by simpa using h
  rw [← h0, ← mul_assoc, ← Complex.exp_add]
  simp

/-- For nonnegative `u, v, w` the master equation conserves the trace. -/
theorem trace_conserved (hu : 0 ≤ u) (hv : 0 ≤ v) (hw : 0 ≤ w)
    {ρ : ℝ → Mat} (hρ : IsTrajectory ω u v w x ρ) (t : ℝ) :
    (ρ t).trace = (ρ 0).trace := by
  have h := exponential_solution (f := fun s => ρ s 0 0 + ρ s 1 1) (c := 0) (fun s =>
    ((hρ s 0 0).fun_add (hρ s 1 1)).congr_deriv (by
      obtain ⟨g0, -, -, g1⟩ := generator_entries (ω := ω) (x := x) hu hv hw (ρ s)
      rw [g0, g1]
      ring)) t
  simpa [Matrix.trace_fin_two] using h

/-- For a solution of the master equation with nonnegative `u, v, w` and unit initial trace, the
polarisation's deviation from `(v - u)/(u + v)` decays at rate `R` when `R > 0`, and both coherences
acquire the damping factor of rate `R/2 + 2 w cos² x` and rotate at frequency `ω`. -/
theorem relaxation_and_decoherence (hu : 0 ≤ u) (hv : 0 ≤ v) (hw : 0 ≤ w)
    {ρ : ℝ → Mat} (hρ : IsTrajectory ω u v w x ρ) (h1 : (ρ 0).trace = 1) (t : ℝ) :
    (0 < relaxationRate u v x →
      polarisation (ρ t) - stationaryPolarisation u v =
        Complex.exp (-(relaxationRate u v x : ℂ) * t) *
          (polarisation (ρ 0) - stationaryPolarisation u v)) ∧
    ρ t 0 1 = Complex.exp ((-(coherenceRate u v w x : ℂ) - Complex.I * ω) * t) * ρ 0 0 1 ∧
    ρ t 1 0 = Complex.exp ((-(coherenceRate u v w x : ℂ) + Complex.I * ω) * t) * ρ 0 1 0 := by
  refine ⟨fun hR => ?_, ?_, ?_⟩
  · have h := exponential_solution
      (f := fun s => ρ s 0 0 - ρ s 1 1 - (stationaryPolarisation u v : ℂ))
      (c := -(relaxationRate u v x : ℂ)) (fun s =>
        (((hρ s 0 0).fun_sub (hρ s 1 1)).sub_const _).congr_deriv (by
          have hb := polarisation_generator (ω := ω) hu hv hw hR
            ((trace_conserved hu hv hw hρ s).trans h1)
          rw [polarisation_eq, polarisation_eq] at hb
          exact hb)) t
    simpa only [polarisation_eq] using h
  · exact exponential_solution (f := fun s => ρ s 0 1) (fun s =>
      (hρ s 0 1).congr_deriv (generator_entries hu hv hw (ρ s)).2.1) t
  · exact exponential_solution (f := fun s => ρ s 1 0) (fun s =>
      (hρ s 1 0).congr_deriv (generator_entries hu hv hw (ρ s)).2.2.1) t

end

end QubitRelaxation
```

```lean
#print axioms QubitRelaxation.polarisation_stationary_iff
#print axioms QubitRelaxation.relaxation_and_decoherence
```

```
'QubitRelaxation.polarisation_stationary_iff' depends on axioms: [propext, Classical.choice, Quot.sound]
'QubitRelaxation.relaxation_and_decoherence' depends on axioms: [propext, Classical.choice, Quot.sound]
```

## Reading the statement and its proof

The main theorem is `relaxation_and_decoherence`. Its variable `ρ : ℝ → Mat` is a time-dependent complex \(2\times2\) matrix, so `ρ t 0 1` is the coherence \(\rho_{01}(t)\), and `ρ 0 0 1` is the same entry at time zero. The hypothesis `IsTrajectory ω u v w x ρ` says that each entry is differentiable at every real time, with the derivative prescribed by `generator`. That generator is built from the jump matrices themselves; the rates \(R\) and \(\Gamma\) are not put into it by hand.

The hypotheses `hu`, `hv` and `hw` are the nonnegativity conditions, and `h1` is the unit initial trace. Hermiticity and positivity of the initial matrix are not required, so density matrices are a special case. The polarisation is typed as a complex number for the same reason; it is real when the matrix is Hermitian. The condition \(R>0\) stands in front of the polarisation law only, and the coherence laws hold for \(R=0\) as well.

The lemmas follow the derivation in order:

- `dissipator_smul` proves \(D[rL]=r^2D[L]\), using that a real amplitude is its own complex conjugate.
- `generator_entries` computes the four entries. It replaces the squared square roots by the rates, expands the matrix products into sums over indices, inserts the explicit matrices, and leaves the remaining algebra to `ring`.
- `polarisation_generator` is the equation \(\dot p=-R(p-p_\infty)\). It first obtains \(u+v\neq0\) from \(R>0\). The final `linear_combination` adds a multiple of the trace condition, which plays the part of the substitution for \(\rho_{00}\) and \(\rho_{11}\).
- `polarisation_stationary_iff` says that, for a unit-trace matrix and \(R>0\), the polarisation has zero rate of change exactly when it equals \(p_\infty\).
- `exponential_solution` is the integrating-factor argument, in which a function with zero derivative everywhere is constant.
- `trace_conserved` applies that argument with \(c=0\) to \(\rho_{00}+\rho_{11}\).

The main proof then applies `exponential_solution` three times, to the deviation of the polarisation and to each coherence. For the deviation it needs the trace at every time \(s\), which it gets by combining `trace_conserved` with `h1`.

## A matrix of zero trace that does not relax to \(p_\infty\)

Without any condition on the trace, the polarisation law is false. Take \(\omega=0\), \(u=1\), \(v=w=0\) and \(x=\pi/2\), so that \(R=1\) and \(p_\infty=-1\). The constant function \(\rho(t)=0\) solves the master equation. Its polarisation is always 0, and its deviation from \(p_\infty\) stays at 1, whereas the law would require \(e^{-t}\).

The derivation shows what happens in general. For a matrix of trace \(T\), the driving term becomes \((v-u)\sin^2x\,T\), and the polarisation relaxes towards \(Tp_\infty\). When the polarisation law is applied to an unnormalised matrix, \(p_\infty\) should therefore be replaced by \(Tp_\infty\). If \(T\neq0\), one can instead divide the matrix by \(T\) first.

## Continuous time, constant rates, one qubit

The theorem gives equalities at every time for any function that solves this master equation. There is no short-time or weak-damping expansion in them, so a discrepancy with a program meant to solve the same equation is not due to an approximation in the formulas. The theorem puts no bound on the program's time-step or rounding errors.

The trajectory is a hypothesis, and the code does not construct one. For a linear equation with constant coefficients, the matrix exponential supplies a solution from every initial matrix by the usual theory.

The model itself is postulated. The rates \(u,v,w\) are given constants, and no bath is traced out to obtain them. The Hamiltonian is diagonal, and each jump is proportional to just one of \(s_-\), \(s_+\) and \(Z\); together these two properties let populations and coherences evolve separately. A transverse drive would couple them, as nonsecular terms in a Redfield equation can, and the two simple rates should then not be expected to describe the motion. Time-dependent rates and interacting qubits likewise call for a different calculation.
